# Two symplectic transvections carry any nonzero phase-space vector to any other

Let $K$ be a field and let phase space be $K^{2N}$, with $N$ positions $q_i$ and $N$ momenta $p_i$. In Lean the degrees of freedom are labelled by a finite type `n` with $N$ elements, and a phase-space vector is a function `n ⊕ n → K`: `Sum.inl i` labels the position $q_i$ and `Sum.inr i` the momentum $p_i$. The field is arbitrary. Real numbers give linear classical mechanics, and the two-element field $\mathbb F_2$ gives the labels of Pauli operators on $N$ qubits.

```lean
import Mathlib

open scoped Matrix

namespace SymplecticTransvections

variable {K n : Type*} [Field K] [Fintype n] [DecidableEq n]
```

The sign convention is that of Hamilton's equations $\dot x = J\nabla H$, with
$$J=\begin{pmatrix}0&1\\-1&0\end{pmatrix}.$$

```lean
/-- The matrix `J` of Hamilton's equations, in blocks of positions and momenta. -/
def poissonMatrix (n K : Type*) [Field K] [DecidableEq n] : Matrix (n ⊕ n) (n ⊕ n) K :=
  Matrix.fromBlocks 0 1 (-1) 0
```

The symplectic form is $w(x,y)=x^TJy$.

```lean
/-- The symplectic form `w(x, y) = xᵀ J y` on phase space. -/
def w (x y : n ⊕ n → K) : K := x ⬝ᵥ (poissonMatrix n K *ᵥ y)
```

A transvection of strength $c\in K$ along a vector $v$ is the map
$$T_{c,v}\,x = x + c\,w(v,x)\,v .$$
It is linear because $w(v,x)$ is linear in $x$, and the definition includes that check. Strength zero gives the identity.

Over the reals, $T_{c,v}$ is the unit-time flow of $H(x)=\tfrac c2\,w(v,x)^2$. Taking $v$ to be the unit vector along $q_i$ gives $q_i\mapsto q_i+c\,p_i$, the free drift of a leapfrog integrator with $c=\Delta t/m$. Taking $v$ to be the unit vector along $p_i$ gives $p_i\mapsto p_i-c\,q_i$, the kick from a harmonic force of spring constant $k$ with $c=k\,\Delta t$.

```lean
/-- The transvection of strength `c` along `v`: the linear map `x ↦ x + c w(v, x) v`. -/
def transvection (c : K) (v : n ⊕ n → K) : (n ⊕ n → K) →ₗ[K] (n ⊕ n → K) where
  toFun x := x + (c * w v x) • v
  map_add' x y := by
    simp only [w, Matrix.mulVec_add, dotProduct_add]
    module
  map_smul' a x := by
    simp only [w, Matrix.mulVec_smul, dotProduct_smul, smul_eq_mul, RingHom.id_apply]
    module
```

## The form in coordinates

Write $x=(q,p)$ and $y=(q',p')$. Then $Jy=(p',-q')$, and therefore
$$w(x,y)=\sum_i\,(q_i p'_i-p_i q'_i).$$
The proof multiplies out the blocks and merges the position and momentum sums into one.

```lean
/-- In coordinates the symplectic form is the sum over degrees of freedom of
position times momentum minus momentum times position. -/
theorem w_apply (x y : n ⊕ n → K) :
    w x y = ∑ i, (x (Sum.inl i) * y (Sum.inr i) - x (Sum.inr i) * y (Sum.inl i)) := by
  rw [w, poissonMatrix, Matrix.fromBlocks_mulVec, dotProduct, Fintype.sum_sum_type,
    ← Finset.sum_add_distrib]
  apply Finset.sum_congr rfl
  intro i _
  simp [Matrix.neg_mulVec, sub_eq_add_neg]
```

Linearity in the second argument, $w(x,y+az)=w(x,y)+a\,w(x,z)$, follows from that of the matrix product.

```lean
/-- The symplectic form is linear in its second argument. -/
theorem w_add_smul_right (x y z : n ⊕ n → K) (a : K) :
    w x (y + a • z) = w x y + a * w x z := by
  simp only [w, Matrix.mulVec_add, Matrix.mulVec_smul, dotProduct_add, dotProduct_smul,
    smul_eq_mul]
```

Exchanging $x$ and $y$ changes the sign of each term in the coordinate sum, so $w(x,y)=-w(y,x)$.

```lean
/-- The symplectic form changes sign when its arguments are exchanged. -/
theorem w_swap (x y : n ⊕ n → K) : w x y = -w y x := by
  rw [w_apply x y, w_apply y x, ← Finset.sum_neg_distrib]
  apply Finset.sum_congr rfl
  intro i _
  ring
```

Setting $y=x$ gives $q_ip_i-p_iq_i=0$ term by term. Antisymmetry alone would give only $2w(x,x)=0$, which says nothing in characteristic two, so the coordinate formula is used here as well.

```lean
/-- The symplectic form of a vector with itself vanishes, in every characteristic. -/
theorem w_self (x : n ⊕ n → K) : w x x = 0 := by
  rw [w_apply]
  apply Finset.sum_eq_zero
  intro i _
  ring
```

If $x\neq0$, some coordinate of $x$ is nonzero. A nonzero $q_i$ is detected by the unit vector along $p_i$, since $w(x,e_{p_i})=q_i$. A nonzero $p_i$ is detected by the unit vector along $q_i$, since $w(x,e_{q_i})=-p_i$. The two cases of the proof are these two probes.

```lean
/-- The symplectic form is nondegenerate: each nonzero vector pairs nontrivially with
some vector. -/
theorem exists_w_ne_zero {x : n ⊕ n → K} (hx : x ≠ 0) : ∃ z, w x z ≠ 0 := by
  obtain ⟨k, hk⟩ := Function.ne_iff.mp hx
  -- probe a position with the conjugate momentum, and conversely
  cases k with
  | inl i => exact ⟨Pi.single (Sum.inr i) 1, by simpa [w_apply, Pi.single_apply] using hk⟩
  | inr i => exact ⟨Pi.single (Sum.inl i) 1, by simpa [w_apply, Pi.single_apply] using hk⟩
```

## Invariance and composition

Put $\alpha=c\,w(v,x)$ and $\beta=c\,w(v,y)$. Expanding in both arguments,
$$w(x+\alpha v,\,y+\beta v)=w(x,y)+\beta\,w(x,v)+\alpha\,w(v,y)+\alpha\beta\,w(v,v).$$
The last term vanishes. The middle two are $-c\,w(v,y)\,w(v,x)$ and $+c\,w(v,x)\,w(v,y)$, which cancel. In the proof, `hl` supplies linearity in the first argument, obtained from the second by exchanging arguments twice.

```lean
/-- Every transvection preserves the symplectic form. -/
theorem w_transvection (c : K) (v x y : n ⊕ n → K) :
    w (transvection c v x) (transvection c v y) = w x y := by
  have hl : ∀ (a : K) (z : n ⊕ n → K), w (x + a • v) z = w x z + a * w v z := by
    intro a z
    rw [w_swap (x + a • v) z, w_add_smul_right, w_swap z x, w_swap z v]
    ring
  simp only [transvection, LinearMap.coe_mk, AddHom.coe_mk]
  -- the two cross terms cancel by antisymmetry
  rw [w_add_smul_right, hl, hl, w_self v, w_swap x v]
  ring
```

A transvection leaves $w(v,\cdot)$ unchanged, because $w(v,x+d\,w(v,x)\,v)=w(v,x)$. Hence
$$T_{c,v}T_{d,v}\,x=x+d\,w(v,x)\,v+c\,w(v,x)\,v=T_{c+d,v}\,x .$$
In particular $T_{-c,v}$ inverts $T_{c,v}$. For the integrator, this says that two successive drifts along the same axis merge into one longer drift.

```lean
/-- Successive transvections along the same vector add their strengths. -/
theorem transvection_comp (c d : K) (v x : n ⊕ n → K) :
    transvection c v (transvection d v x) = transvection (c + d) v x := by
  simp only [transvection, LinearMap.coe_mk, AddHom.coe_mk]
  rw [w_add_smul_right, w_self v]
  module
```

## What one transvection can reach

Suppose $T_{c,v}x=y$. If $c\,w(v,x)=0$, then $y=x$. Otherwise
$$w(x,y)=w(x,x)+c\,w(v,x)\,w(x,v)=-c\,w(v,x)^2\neq0,$$
since a product of nonzero elements of a field is nonzero.

Conversely, if $x=y$, strength zero suffices. If $w(x,y)\neq0$, take
$$v=y-x,\qquad c=-\frac1{w(x,y)}.$$
Then $w(v,x)=w(y,x)=-w(x,y)$, so $c\,w(v,x)=1$ and $T_{c,v}x=x+(y-x)=y$. In the proof, `h1` is the value of $w(v,x)$ and `h2` is the product equal to one.

In code this step needs no matrix: applying $T_{c,v}$ costs one evaluation of $w$ and one scaled vector addition. Over the reals, with $v$ and $c$ chosen as above, the term added to a vector $u$ has Euclidean length at most $|u|\,|y-x|^2/|w(x,y)|$, and some $u\neq0$ attains this bound. When the ratio $|y-x|^2/|w(x,y)|$ is large, rounding errors already present in $u$ can be amplified by about that factor.

```lean
/-- A single transvection carries `x` to `y` exactly when the two points coincide or
their symplectic form is nonzero. -/
theorem single_transvection_iff (x y : n ⊕ n → K) :
    (∃ c v, transvection c v x = y) ↔ x = y ∨ w x y ≠ 0 := by
  constructor
  · rintro ⟨c, v, h⟩
    by_cases hv : c * w v x = 0
    · left
      rw [← h]
      simp only [transvection, LinearMap.coe_mk, AddHom.coe_mk, hv, zero_smul, add_zero]
    · right
      rw [← h]
      simp only [transvection, LinearMap.coe_mk, AddHom.coe_mk]
      rw [w_add_smul_right, w_self x, zero_add, w_swap x v]
      exact mul_ne_zero hv (neg_ne_zero.mpr (right_ne_zero_of_mul hv))
  · rintro (rfl | h)
    · exact ⟨0, 0, by simp [transvection]⟩
    · -- shear along the difference of the two points
      refine ⟨-(w x y)⁻¹, y - x, ?_⟩
      have e : y - x = y + (-1 : K) • x := by module
      have h1 : w (y - x) x = -w x y := by
        rw [e, w_swap (y + (-1 : K) • x) x, w_add_smul_right, w_self x]
        ring
      have h2 : -(w x y)⁻¹ * -w x y = 1 := by
        rw [neg_mul_neg, inv_mul_cancel₀ h]
      simp only [transvection, LinearMap.coe_mk, AddHom.coe_mk]
      rw [h1, h2, one_smul]
      abel
```

## Two always suffice

Let $x$ and $y$ be nonzero. It is enough to find an intermediate point $z$ with $w(x,z)\neq0$ and $w(y,z)\neq0$, because one transvection then carries $x$ to $z$ and another carries $z$ to $y$.

By nondegeneracy there are $a$ and $b$ with $w(x,a)\neq0$ and $w(y,b)\neq0$.

- If $w(y,a)\neq0$, take $z=a$.
- If $w(y,a)=0$ and $w(x,b)\neq0$, take $z=b$.
- If both $w(y,a)$ and $w(x,b)$ vanish, take $z=a+b$. Then $w(x,z)=w(x,a)$ and $w(y,z)=w(y,b)$, both nonzero.

The theorem returns two strengths and two directions. As a strength may be zero, it covers every case of at most two transvections. It concerns the image of one vector; matching several vectors at once, or factorising a whole symplectic matrix, is a larger task.

For $K=\mathbb F_2$, $w(x,y)=1$ means that the Pauli operators labelled by $x$ and $y$ anticommute, and $T_{1,v}$ is the action on labels, with phases ignored, of the Clifford gate $e^{i\pi P_v/4}$, where $P_v$ is the Pauli operator labelled by $v$. At the level of labels, then, at most two such gates turn any non-identity Pauli operator into any other, a step found in algorithms that build or sample Clifford circuits.

```lean
/-- Any nonzero phase-space vector is carried to any other by two successive
transvections, where a strength may be zero. -/
theorem two_transvections_transitive {x y : n ⊕ n → K} (hx : x ≠ 0) (hy : y ≠ 0) :
    ∃ c u d v, transvection d v (transvection c u x) = y := by
  -- find an intermediate point that pairs nontrivially with both ends
  have hz : ∃ z, w x z ≠ 0 ∧ w y z ≠ 0 := by
    obtain ⟨a, ha⟩ := exists_w_ne_zero hx
    obtain ⟨b, hb⟩ := exists_w_ne_zero hy
    by_cases hya : w y a = 0
    · by_cases hxb : w x b = 0
      · refine ⟨a + (1 : K) • b, ?_, ?_⟩
        · rw [w_add_smul_right, hxb, mul_zero, add_zero]
          exact ha
        · rw [w_add_smul_right, hya, one_mul, zero_add]
          exact hb
      · exact ⟨b, hxb, hb⟩
    · exact ⟨a, ha, hya⟩
  obtain ⟨z, hxz, hyz⟩ := hz
  have hzy : w z y ≠ 0 := by
    rw [w_swap z y]
    exact neg_ne_zero.mpr hyz
  obtain ⟨c, u, h1⟩ := (single_transvection_iff x z).mpr (Or.inr hxz)
  obtain ⟨d, v, h2⟩ := (single_transvection_iff z y).mpr (Or.inr hzy)
  exact ⟨c, u, d, v, by rw [h1, h2]⟩
```

## Two are sometimes needed

Take the unit vectors along two different position axes, which requires $N\ge2$. They are distinct, and neither has a momentum component, so $w(e_{q_i},e_{q_j})=0$. By the criterion for a single transvection, none carries the first to the second. The proof rules out equality by comparing the coordinate $q_i$, and evaluates the form from its coordinate sum.

```lean
/-- No single transvection carries the unit vector of one position axis to that of a
different position axis. -/
theorem one_transvection_not_enough {i j : n} (hij : i ≠ j) :
    ¬ ∃ (c : K) (v : n ⊕ n → K),
      transvection c v (Pi.single (Sum.inl i) 1) = Pi.single (Sum.inl j) 1 := by
  rw [single_transvection_iff]
  rintro (h | h)
  · have h' := congrFun h (Sum.inl i)
    simp [hij] at h'
  · exact h (by simp [w_apply, Pi.single_apply])

end SymplecticTransvections
```

```lean
#print axioms SymplecticTransvections.w_transvection
#print axioms SymplecticTransvections.transvection_comp
#print axioms SymplecticTransvections.two_transvections_transitive
#print axioms SymplecticTransvections.one_transvection_not_enough
```

```
'SymplecticTransvections.w_transvection' depends on axioms: [propext, Classical.choice, Quot.sound]
'SymplecticTransvections.transvection_comp' depends on axioms: [propext, Classical.choice, Quot.sound]
'SymplecticTransvections.two_transvections_transitive' depends on axioms: [propext, Classical.choice, Quot.sound]
'SymplecticTransvections.one_transvection_not_enough' depends on axioms: [propext, Classical.choice, Quot.sound]
```
